# An invertible invariant form is symmetric or antisymmetric when the commutant is scalar

To decide whether an irreducible complex representation of a finite group is real or pseudoreal, a program can solve $D(g)^TBD(g)=B$ for a nonzero $B$ and compare one nonzero entry $B_{ij}$ with $B_{ji}$: $B_{ji}=B_{ij}$ means real, $B_{ji}=-B_{ij}$ means pseudoreal. If only $B=0$ solves the equation, the representation is neither. One entry is enough if $B$ is invertible and only multiples of the identity commute with every $D(g)$: then $B^T=B$ or $B^T=-B$, and for $B^T=-B$ the dimension $n$ is even.

Under the commutant condition, an operator on the multiplet that commutes with the symmetry is a multiple of the identity, so it does not split the multiplet. Schur's lemma supplies it for irreducible complex representations; here it is assumed.

## The sign of the form by hand

Let $D$ represent a group $G$ by complex $n\times n$ matrices. Since $D(g^{-1})^TD(g)^T=(D(g)D(g^{-1}))^T=1$, multiplying the invariance equation by $D(g^{-1})^T$ gives
$$BD(g)=D(g^{-1})^TB.$$

Let $B$ be invertible, let only multiples of the identity commute with every $D(g)$, and let $C$ be another invariant form. Then
$$B^{-1}CD(g)=B^{-1}D(g^{-1})^TC=D(g)B^{-1}C,$$
so $B^{-1}C=c\,1$ and $C=cB$ for some complex $c$.

Transposing the invariance equation shows that $B^T$ is invariant, hence $B^T=cB$. A second transposition gives $B=c^2B$. For $n\ge1$, $B\ne0$, so $c=\pm1$; for $n=0$ the claim is trivial. If $B^T=-B$, then $\det B=(-1)^n\det B$ with $\det B\ne0$, so $n$ is even.

Suppose an invertible $S$ gives $SD(g)=O(g)S$ with $O(g)^TO(g)=1$. Then
$$D(g)^TS^TSD(g)=S^TO(g)^TO(g)S=S^TS.$$
This invertible form is symmetric. If only multiples of the identity commute with every $D(g)$, every invariant form is a multiple of it, and for $n\ge1$ an invertible antisymmetric invariant form therefore rules out complex orthogonal matrices in any basis.

## Finding the form numerically

The equation is linear in $B$, and imposing it on generators suffices. With columns stacked, it reads $(D(g)^T\otimes D(g)^T)\,\mathrm{vec}\,B=\mathrm{vec}\,B$. One computes the common null space of the matrices $D(g)^T\otimes D(g)^T-1$, takes a nonzero $B$ from it if there is one, checks that $B$ is invertible, and compares $\|B^T-B\|$ with $\|B^T+B\|$ to allow for rounding.

## Representations and forms in Lean

The group `G` is arbitrary, and the finite type `n` labels the basis, so the dimension is `Fintype.card n`.

```lean
import Mathlib

open Matrix

namespace InvariantBilinearForm

noncomputable section

variable {G n : Type*} [Group G] [Fintype n] [DecidableEq n]
```

The homomorphism `D` supplies the representation matrices. Neither finiteness of the group nor unitarity is required.

```lean
/-- Every matrix commuting with all the representation matrices is a multiple of the identity. -/
def ScalarCommutant (D : G →* Matrix n n ℂ) : Prop :=
  ∀ M : Matrix n n ℂ, (∀ g, M * D g = D g * M) → ∃ c : ℂ, M = c • (1 : Matrix n n ℂ)
```

Invariance uses the transpose, without complex conjugation: the form is bilinear, not a Hermitian inner product.

```lean
/-- The bilinear form with matrix `B` is unchanged when both arguments are transformed by `D g`. -/
def InvariantForm (D : G →* Matrix n n ℂ) (B : Matrix n n ℂ) : Prop :=
  ∀ g, (D g)ᵀ * B * D g = B
```

The first lemma is the intertwining relation.

```lean
/-- An invariant form intertwines the representation with its dual. -/
theorem form_intertwines_dual {D : G →* Matrix n n ℂ} {B : Matrix n n ℂ}
    (hB : InvariantForm D B) (g : G) : B * D g = (D g⁻¹)ᵀ * B := by
  have h1 : (D g⁻¹)ᵀ * (D g)ᵀ = 1 := by
    rw [← Matrix.transpose_mul, ← map_mul, mul_inv_cancel, map_one, Matrix.transpose_one]
  calc B * D g = ((D g⁻¹)ᵀ * (D g)ᵀ) * B * D g := by rw [h1, one_mul]
    _ = (D g⁻¹)ᵀ * ((D g)ᵀ * B * D g) := by simp only [mul_assoc]
    _ = (D g⁻¹)ᵀ * B := by rw [hB g]
```

For uniqueness, `IsUnit B` provides a two-sided inverse `A`. The calculation `hcomm` shows that `A * C` commutes with the representation, and `hD` turns it into a scalar.

```lean
/-- For a representation with scalar commutant, every invariant form is a multiple of any
given invertible one. -/
theorem invariant_form_unique {D : G →* Matrix n n ℂ} (hD : ScalarCommutant D)
    {B C : Matrix n n ℂ} (hu : IsUnit B) (hB : InvariantForm D B) (hC : InvariantForm D C) :
    ∃ c : ℂ, C = c • B := by
  obtain ⟨A, hBA, hAB⟩ : ∃ A : Matrix n n ℂ, B * A = 1 ∧ A * B = 1 := by
    obtain ⟨u, rfl⟩ := hu
    exact ⟨↑u⁻¹, u.mul_inv, u.inv_mul⟩
  -- the matrix `B⁻¹ C` commutes with the representation
  have hcomm : ∀ g, (A * C) * D g = D g * (A * C) := by
    intro g
    calc (A * C) * D g = A * (C * D g) := by rw [mul_assoc]
      _ = A * ((D g⁻¹)ᵀ * (B * A) * C) := by
          rw [form_intertwines_dual hC g, hBA, mul_one]
      _ = A * (((D g⁻¹)ᵀ * B) * (A * C)) := by simp only [mul_assoc]
      _ = A * ((B * D g) * (A * C)) := by rw [← form_intertwines_dual hB g]
      _ = (A * B) * (D g * (A * C)) := by simp only [mul_assoc]
      _ = D g * (A * C) := by rw [hAB, one_mul]
  obtain ⟨c, hc⟩ := hD _ hcomm
  refine ⟨c, ?_⟩
  calc C = (B * A) * C := by rw [hBA, one_mul]
    _ = B * (A * C) := by rw [mul_assoc]
    _ = c • B := by rw [hc, Matrix.mul_smul, mul_one]
```

The determinant argument needs no representation.

```lean
/-- An invertible antisymmetric complex matrix has even dimension. -/
theorem even_of_antisymmetric {B : Matrix n n ℂ} (hu : IsUnit B) (h : Bᵀ = -B) :
    Even (Fintype.card n) := by
  by_contra hne
  have hodd : Odd (Fintype.card n) := Nat.not_even_iff_odd.mp hne
  have hdet : B.det = -B.det := by
    calc B.det = Bᵀ.det := (Matrix.det_transpose B).symm
      _ = -B.det := by rw [h, Matrix.det_neg, hodd.neg_one_pow, neg_one_mul]
  have h0 : B.det = 0 := by linear_combination (1 / 2 : ℂ) * hdet
  exact ((Matrix.isUnit_iff_isUnit_det B).1 hu).ne_zero h0
```

The main theorem applies uniqueness to the transpose. Its proof turns on `smul_eq_zero`: from $(c-1)(c+1)B=0$, either the scalar or the matrix vanishes. The scalar branch gives the two signs; the branch $B=0$ is symmetric and covers dimension zero, where the empty matrix is invertible.

```lean
/-- An invertible invariant form of a representation with scalar commutant is symmetric or
antisymmetric, and in the antisymmetric case the dimension is even. -/
theorem symmetric_or_antisymmetric {D : G →* Matrix n n ℂ} (hD : ScalarCommutant D)
    {B : Matrix n n ℂ} (hu : IsUnit B) (hB : InvariantForm D B) :
    Bᵀ = B ∨ (Bᵀ = -B ∧ Even (Fintype.card n)) := by
  -- the transposed form is invariant too
  have hT : InvariantForm D Bᵀ := by
    intro g
    have h := congrArg Matrix.transpose (hB g)
    simpa only [Matrix.transpose_mul, Matrix.transpose_transpose, mul_assoc] using h
  obtain ⟨c, hc⟩ := invariant_form_unique hD hu hB hT
  -- transposing twice gives `c ^ 2 = 1`
  have h2 : B = (c * c) • B := by
    calc B = (Bᵀ)ᵀ := (Matrix.transpose_transpose B).symm
      _ = c • Bᵀ := by rw [hc, Matrix.transpose_smul, hc]
      _ = (c * c) • B := by rw [hc, smul_smul]
  have h3 : ((c - 1) * (c + 1)) • B = 0 := by
    have h4 : ((c - 1) * (c + 1)) • B = (c * c) • B - B := by module
    rw [h4, ← h2, sub_self]
  rcases smul_eq_zero.mp h3 with h | h
  · rcases mul_eq_zero.mp h with h | h
    · left
      rw [hc, sub_eq_zero.mp h, one_smul]
    · right
      have hneg : Bᵀ = -B := by
        rw [hc, eq_neg_of_add_eq_zero_left h, neg_one_smul]
      exact ⟨hneg, even_of_antisymmetric hu hneg⟩
  · left
    rw [h, Matrix.transpose_zero]
```

## The obstruction to orthogonal matrices

Here `S` is the change of basis, and `hI` establishes the invariance of $S^TS$. The form `B` itself need not be invertible.

```lean
/-- If a change of basis `S` turns a representation with scalar commutant into complex
orthogonal matrices `O g`, then every invariant form is symmetric. -/
theorem symmetric_of_orthogonal_form {D : G →* Matrix n n ℂ} (hD : ScalarCommutant D)
    {B S : Matrix n n ℂ} {O : G → Matrix n n ℂ} (hS : IsUnit S)
    (hSO : ∀ g, S * D g = O g * S) (hO : ∀ g, (O g)ᵀ * O g = 1)
    (hB : InvariantForm D B) : Bᵀ = B := by
  have hu : IsUnit (Sᵀ * S) := by
    have hd := (Matrix.isUnit_iff_isUnit_det S).1 hS
    refine (Matrix.isUnit_iff_isUnit_det _).2 ?_
    rw [Matrix.det_mul, Matrix.det_transpose]
    exact hd.mul hd
  -- the standard form of the orthogonal basis, carried back by `S`
  have hI : InvariantForm D (Sᵀ * S) := by
    intro g
    calc (D g)ᵀ * (Sᵀ * S) * D g = (S * D g)ᵀ * (S * D g) := by
          rw [Matrix.transpose_mul]; simp only [mul_assoc]
      _ = Sᵀ * ((O g)ᵀ * O g) * S := by
          rw [hSO g, Matrix.transpose_mul]; simp only [mul_assoc]
      _ = Sᵀ * S := by rw [hO g, mul_one]
  obtain ⟨c, hc⟩ := invariant_form_unique hD hu hI hB
  rw [hc, Matrix.transpose_smul, Matrix.transpose_mul, Matrix.transpose_transpose]
```

With an antisymmetric form, symmetry would give $B=-B$, hence $B=0$. `Nonempty n` excludes dimension zero, where this is no contradiction.

```lean
/-- A representation with scalar commutant, positive dimension and an invertible antisymmetric
invariant form cannot be brought to complex orthogonal matrices by any change of basis. -/
theorem no_orthogonal_form [Nonempty n] {D : G →* Matrix n n ℂ} (hD : ScalarCommutant D)
    {B : Matrix n n ℂ} (hu : IsUnit B) (hB : InvariantForm D B) (hanti : Bᵀ = -B) :
    ¬ ∃ (S : Matrix n n ℂ) (O : G → Matrix n n ℂ),
      IsUnit S ∧ (∀ g, S * D g = O g * S) ∧ ∀ g, (O g)ᵀ * O g = 1 := by
  rintro ⟨S, O, hS, hSO, hO⟩
  have hsym := symmetric_of_orthogonal_form hD hS hSO hO hB
  have h1 : B = -B := hsym.symm.trans hanti
  have h0 : B = 0 := by
    ext i j
    have h2 : B i j = -B i j := congrFun (congrFun h1 i) j
    change B i j = 0
    linear_combination (1 / 2 : ℂ) * h2
  exact hu.ne_zero h0
```

## Spinors and planar vectors

The matrices $i\sigma_x$ and $i\sigma_z$ generate a group acting on spin-1/2 states.

```lean
/-- The spin-1/2 matrix `i σx`. -/
def spinX : Matrix.SpecialLinearGroup (Fin 2) ℂ :=
  ⟨!![0, Complex.I; Complex.I, 0], by simp [Matrix.det_fin_two]⟩

/-- The spin-1/2 matrix `i σz`. -/
def spinZ : Matrix.SpecialLinearGroup (Fin 2) ℂ :=
  ⟨!![Complex.I, 0; 0, -Complex.I], by simp [Matrix.det_fin_two]⟩

/-- The group generated by `i σx` and `i σz`, acting on two-component spinors. -/
def spinRep : Subgroup.closure {spinX, spinZ} →* Matrix (Fin 2) (Fin 2) ℂ where
  toFun g := g.1.1
  map_one' := rfl
  map_mul' _ _ := rfl
```

The metric is $i\sigma_y$, the matrix that accompanies complex conjugation in spin-1/2 time reversal; the theorems concern only the bilinear form that this matrix defines, not the antiunitary operator.

```lean
/-- The antisymmetric metric on two-component spinors. -/
def spinMetric : Matrix (Fin 2) (Fin 2) ℂ := !![0, 1; -1, 0]
```

If $M$ commutes with $i\sigma_z$, then $M_{01}=M_{10}=0$; commuting with $i\sigma_x$ gives $M_{00}=M_{11}$. Invariance follows from $A^T(i\sigma_y)A=(\det A)\,i\sigma_y$, with $\det A=1$.

```lean
/-- The spinor representation generated by `i σx` and `i σz` has scalar commutant, and the spinor
metric is an invertible antisymmetric invariant form for it. -/
theorem spinor_witness : ScalarCommutant spinRep ∧ IsUnit spinMetric ∧
    InvariantForm spinRep spinMetric ∧ spinMetricᵀ = -spinMetric := by
  refine ⟨?_, ?_, ?_, ?_⟩
  · intro M hM
    have hz : M * !![Complex.I, 0; 0, -Complex.I] = !![Complex.I, 0; 0, -Complex.I] * M :=
      hM ⟨spinZ, Subgroup.subset_closure (by simp)⟩
    have hx : M * !![0, Complex.I; Complex.I, 0] = !![0, Complex.I; Complex.I, 0] * M :=
      hM ⟨spinX, Subgroup.subset_closure (by simp)⟩
    have e1 : M 0 1 * (-Complex.I) = Complex.I * M 0 1 := by
      simpa [Matrix.mul_apply, Fin.sum_univ_two] using congrFun (congrFun hz 0) 1
    have e2 : M 1 0 * Complex.I = -Complex.I * M 1 0 := by
      simpa [Matrix.mul_apply, Fin.sum_univ_two] using congrFun (congrFun hz 1) 0
    have e3 : M 0 0 * Complex.I = Complex.I * M 1 1 := by
      simpa [Matrix.mul_apply, Fin.sum_univ_two] using congrFun (congrFun hx 0) 1
    have m01 : M 0 1 = 0 := by
      linear_combination (Complex.I / 2) * e1 + M 0 1 * Complex.I_sq
    have m10 : M 1 0 = 0 := by
      linear_combination (-Complex.I / 2) * e2 + M 1 0 * Complex.I_sq
    have m00 : M 0 0 = M 1 1 := by
      linear_combination (-Complex.I) * e3 + (M 0 0 - M 1 1) * Complex.I_sq
    refine ⟨M 1 1, ?_⟩
    ext i j
    fin_cases i <;> fin_cases j <;> simp [m01, m10, m00]
  · exact (Matrix.isUnit_iff_isUnit_det _).2 (by simp [spinMetric, Matrix.det_fin_two])
  · -- the metric is preserved by every matrix of determinant one
    have key : ∀ A : Matrix (Fin 2) (Fin 2) ℂ, A.det = 1 →
        Aᵀ * spinMetric * A = spinMetric := by
      intro A hA
      rw [Matrix.det_fin_two] at hA
      ext i j
      fin_cases i <;> fin_cases j <;>
        simp [spinMetric, Matrix.mul_apply, Fin.sum_univ_two] <;>
        first | ring1 | linear_combination hA | linear_combination -hA
    exact fun g => key g.1.1 g.1.2
  · ext i j
    fin_cases i <;> fin_cases j <;> simp [spinMetric]
```

For the symmetric case, real orthogonal $2\times2$ matrices act on complex vectors. Over `ℝ`, `Matrix.unitaryGroup` is the orthogonal group.

```lean
/-- The real orthogonal group of the plane, acting on complex two-component vectors. -/
def planarRep : Matrix.unitaryGroup (Fin 2) ℝ →* Matrix (Fin 2) (Fin 2) ℂ where
  toFun g := Complex.ofRealHom.mapMatrix g.1
  map_one' := by simp
  map_mul' g h := by simp
```

The reflection $\mathrm{diag}(1,-1)$ removes the off-diagonal entries of a commuting matrix, and exchanging the axes equates the diagonal ones. Orthogonality makes the identity matrix a symmetric invariant form.

```lean
/-- The planar vector representation has scalar commutant and consists of complex orthogonal
matrices. -/
theorem planar_witness : ScalarCommutant planarRep ∧
    ∀ g, (planarRep g)ᵀ * planarRep g = 1 := by
  constructor
  · intro M hM
    have hz := hM ⟨!![1, 0; 0, -1], Matrix.mem_unitaryGroup_iff.2 (by
      ext i j
      fin_cases i <;> fin_cases j <;>
        simp [Matrix.mul_apply, Matrix.star_apply, Fin.sum_univ_two])⟩
    have hx := hM ⟨!![0, 1; 1, 0], Matrix.mem_unitaryGroup_iff.2 (by
      ext i j
      fin_cases i <;> fin_cases j <;>
        simp [Matrix.mul_apply, Matrix.star_apply, Fin.sum_univ_two])⟩
    have e1 : -M 0 1 = M 0 1 := by
      simpa [planarRep, Matrix.mul_apply, Fin.sum_univ_two] using congrFun (congrFun hz 0) 1
    have e2 : M 1 0 = -M 1 0 := by
      simpa [planarRep, Matrix.mul_apply, Fin.sum_univ_two] using congrFun (congrFun hz 1) 0
    have m00 : M 0 0 = M 1 1 := by
      simpa [planarRep, Matrix.mul_apply, Fin.sum_univ_two] using congrFun (congrFun hx 0) 1
    have m01 : M 0 1 = 0 := by linear_combination (-1 / 2 : ℂ) * e1
    have m10 : M 1 0 = 0 := by linear_combination (1 / 2 : ℂ) * e2
    refine ⟨M 1 1, ?_⟩
    ext i j
    fin_cases i <;> fin_cases j <;> simp [m01, m10, m00]
  · intro g
    have h : (g.1)ᵀ * g.1 = 1 := by
      have h' := Matrix.mem_unitaryGroup_iff'.1 g.2
      rwa [Matrix.star_eq_conjTranspose, Matrix.conjTranspose_eq_transpose_of_trivial] at h'
    have h2 := congrArg Complex.ofRealHom.mapMatrix h
    rw [map_mul, map_one] at h2
    exact h2

end

end InvariantBilinearForm
```

```lean
#print axioms InvariantBilinearForm.symmetric_or_antisymmetric
-- 'InvariantBilinearForm.symmetric_or_antisymmetric' depends on axioms: [propext, Classical.choice, Quot.sound]
#print axioms InvariantBilinearForm.no_orthogonal_form
-- 'InvariantBilinearForm.no_orthogonal_form' depends on axioms: [propext, Classical.choice, Quot.sound]
```
